# Triangles shift the mean bath energy of a site on a finite graph with uniform hopping

Q: I am fitting a few bath levels to the hybridization of one site in a finite, non-interacting patch of triangular lattice. Before the fit I fix two sums, the total bath weight and the weight times energy. You say that both follow from counting neighbours and triangles?

A: Yes, if every site energy is zero and every bond has the same hopping matrix element −t. Let the site have degree d, let T triangles pass through it, and let the bath have couplings v_l and levels ε_l. If the bath reproduces the hybridization exactly at all sufficiently high energies, then

Σ_l v_l² = d t²

Σ_l v_l² ε_l = −2t³ T

An interior site of your patch has d = 6 and T = 6, so the sums are 6t² and −12t³, and the mean bath energy is −2t. Levels placed symmetrically about zero, with equal weights in each pair, would miss this.

In Lean 4 with Mathlib:

```lean
import Mathlib

open Filter Topology Matrix

namespace TriangleBathAsymmetry

noncomputable section

variable {V : Type*} [Fintype V] [DecidableEq V]
```

Q: Which Hamiltonian is this, exactly?

A: H = −tA, where A is the adjacency matrix of a finite simple graph. Every bond has the same real hopping, and every site energy is zero.

```lean
/-- The one-particle Hamiltonian with hopping `-t` on every edge and zero site energies. -/
def hopping (G : SimpleGraph V) [DecidableRel G.Adj] (t : ℝ) : Matrix V V ℝ :=
  (-t) • G.adjMatrix ℝ
```

Q: And the hybridization? I want the bath that the site sees, not its full Green function.

A: That is what is defined. `cavity` deletes row and column i from H, giving H_cav. `coupling` is the vector c of hoppings between i and the other sites. Then

D(y) = c · (y − H_cav)⁻¹ c

```lean
/-- The cavity Hamiltonian: site `i` is removed from the lattice. -/
def cavity (H : Matrix V V ℝ) (i : V) : Matrix {j // j ≠ i} {j // j ≠ i} ℝ :=
  H.submatrix Subtype.val Subtype.val

/-- The hopping amplitudes between site `i` and the remaining sites. -/
def coupling (H : Matrix V V ℝ) (i : V) : {j // j ≠ i} → ℝ := fun j => H j i

/-- The cavity hybridization of site `i` for a real symmetric Hamiltonian, at real energies `y`
that are not eigenvalues of the cavity Hamiltonian. -/
def hybridization (H : Matrix V V ℝ) (i : V) (y : ℝ) : ℝ :=
  coupling H i ⬝ᵥ ((y • (1 : Matrix {j // j ≠ i} {j // j ≠ i} ℝ) - cavity H i)⁻¹ *ᵥ coupling H i)
```

Q: Here y is real, but my fit runs on Matsubara frequencies.

A: The limit is taken along real y → ∞, above all cavity eigenvalues. Since D is a rational function, the same coefficients describe its tail in powers of 1/y at y = iω_n + μ for large ω_n, though that step is ordinary complex analysis and not part of the file. The levels ε_l are then on the energy scale of H; if you measure them from the chemical potential μ, subtract μ from the mean bath energy.

Two more definitions are needed. `trianglesAt` counts the 3-cliques containing i, which is T. `IsStarBath` says that D(y) equals Σ_l v_l²/(y − ε_l) for all sufficiently large y, with any finite number of levels. Both sides are rational functions, so they then agree wherever both are defined: this is an exact bath. A fit with too few levels to be exact is not covered by the theorems about star baths, but imposing the two sums on it makes its 1/y and 1/y² tail coefficients equal to those of D.

```lean
/-- The number of triangles (3-cliques) through site `i`. -/
def trianglesAt (G : SimpleGraph V) [DecidableRel G.Adj] (i : V) : ℕ :=
  ((G.cliqueFinset 3).filter (fun s => i ∈ s)).card

/-- Levels `ε l` with couplings `v l` form a star bath for site `i` if they reproduce its
hybridization at all sufficiently large real energies. -/
def IsStarBath (H : Matrix V V ℝ) (i : V) {ι : Type*} [Fintype ι] (v ε : ι → ℝ) : Prop :=
  ∀ᶠ y in atTop, hybridization H i y = ∑ l, v l ^ 2 / (y - ε l)
```

Q: How does the energy moment come out of the tail?

A: Put B = (1 − H_cav/y)⁻¹, so that (y − H_cav)⁻¹ = B/y. Multiplying (1 − H_cav/y)B = 1 by y gives yB = y + H_cav B. Hence

y(yD(y) − c·c) = c · H_cav B c → c · H_cav c

because B → 1. The lemma proves this for any real square matrix M and two vectors u and v. It writes the inverse as adjugate over determinant, both continuous, to get B → 1; the identity for yB is `hyB`.

```lean
/-- High-energy tail of a resolvent element: after the leading `1/y` term, the next coefficient
is the matrix element of the Hamiltonian `M` itself. -/
theorem resolvent_tail {n : Type*} [Fintype n] [DecidableEq n] (M : Matrix n n ℝ) (u v : n → ℝ) :
    Tendsto (fun y : ℝ => y * (y * (u ⬝ᵥ ((y • (1 : Matrix n n ℝ) - M)⁻¹ *ᵥ v)) - u ⬝ᵥ v))
      atTop (𝓝 (u ⬝ᵥ (M *ᵥ v))) := by
  have h1 : Tendsto (fun y : ℝ => (1 : Matrix n n ℝ) - y⁻¹ • M) atTop (𝓝 1) := by
    have h := (tendsto_inv_atTop_zero (𝕜 := ℝ)).smul_const M
    simpa using (tendsto_const_nhds (x := (1 : Matrix n n ℝ))).sub h
  have hdet : Tendsto (fun y : ℝ => ((1 : Matrix n n ℝ) - y⁻¹ • M).det) atTop (𝓝 1) := by
    have h := ((continuous_id (X := Matrix n n ℝ)).matrix_det.tendsto 1).comp h1
    simpa [Function.comp_def] using h
  have hadj : Tendsto (fun y : ℝ => ((1 : Matrix n n ℝ) - y⁻¹ • M).adjugate) atTop (𝓝 1) := by
    have h := ((continuous_id (X := Matrix n n ℝ)).matrix_adjugate.tendsto 1).comp h1
    simpa [Function.comp_def] using h
  -- the rescaled resolvent tends to the identity
  have hinv : Tendsto (fun y : ℝ => ((1 : Matrix n n ℝ) - y⁻¹ • M)⁻¹) atTop (𝓝 1) := by
    simp only [Matrix.inv_def, Ring.inverse_eq_inv']
    simpa using (hdet.inv₀ one_ne_zero).smul hadj
  have hcont : Continuous (fun X : Matrix n n ℝ => u ⬝ᵥ ((M * X) *ᵥ v)) := by
    simp only [dotProduct]
    refine continuous_finsetSum _ fun i _ => continuous_const.mul ?_
    exact (continuous_apply i).comp
      ((continuous_const.matrix_mul continuous_id).matrix_mulVec continuous_const)
  have hlim := (hcont.tendsto 1).comp hinv
  rw [mul_one] at hlim
  refine hlim.congr' ?_
  filter_upwards [hdet.eventually_ne one_ne_zero, eventually_gt_atTop 0] with y hd hy
  have hB := Matrix.mul_nonsing_inv _ (isUnit_iff_ne_zero.2 hd)
  simp only [Function.comp_apply]
  set B := ((1 : Matrix n n ℝ) - y⁻¹ • M)⁻¹
  have hfac : y • (1 : Matrix n n ℝ) - M = y • (1 - y⁻¹ • M) := by
    rw [smul_sub, smul_smul, mul_inv_cancel₀ hy.ne', one_smul]
  have hR : (y • (1 : Matrix n n ℝ) - M)⁻¹ = y⁻¹ • B := by
    apply Matrix.inv_eq_right_inv
    rw [hfac, smul_mul_assoc, mul_smul_comm, hB, smul_smul, mul_inv_cancel₀ hy.ne', one_smul]
  have hyB : y • B = y • (1 : Matrix n n ℝ) + M * B := by
    rw [← hB, sub_mul, one_mul, smul_sub, smul_mul_assoc, smul_smul, mul_inv_cancel₀ hy.ne',
      one_smul, sub_add_cancel]
  have h := congrArg (fun X : Matrix n n ℝ => u ⬝ᵥ (X *ᵥ v)) hyB
  simp only [Matrix.smul_mulVec, Matrix.add_mulVec, dotProduct_add, dotProduct_smul,
    Matrix.one_mulVec, smul_eq_mul] at h
  rw [hR, Matrix.smul_mulVec, dotProduct_smul, smul_eq_mul, mul_inv_cancel_left₀ hy.ne']
  linarith
```

Q: Where do triangles enter, and with which factor?

A: Written out, the matrix element is a sum over closed three-step walks from i:

c · H_cav c = (−t)³ Σ_jk A_ij A_jk A_ki

Each nonzero term is an ordered pair (j, k) of mutually adjacent neighbours of i. A triangle {i, a, b} arises from (a, b) and from (b, a), so the sum is 2T. The proof sends each pair to the set {i, j, k} and shows in `hfib` that every triangle is hit exactly twice.

```lean
/-- Ordered pairs of mutually adjacent neighbours of a site are twice as many as the triangles
through it. -/
theorem card_neighbour_pairs (G : SimpleGraph V) [DecidableRel G.Adj] (i : V) :
    (Finset.univ.filter fun p : V × V => G.Adj i p.1 ∧ G.Adj p.1 p.2 ∧ G.Adj i p.2).card
      = 2 * trianglesAt G i := by
  have hm : Set.MapsTo (fun p : V × V => ({i, p.1, p.2} : Finset V))
      (Finset.univ.filter fun p : V × V => G.Adj i p.1 ∧ G.Adj p.1 p.2 ∧ G.Adj i p.2)
      ((G.cliqueFinset 3).filter (fun s => i ∈ s)) := by
    intro p hp
    obtain ⟨-, h1, h2, h3⟩ := Finset.mem_filter.1 (Finset.mem_coe.1 hp)
    rw [Finset.mem_coe, Finset.mem_filter, SimpleGraph.mem_cliqueFinset_iff,
      SimpleGraph.is3Clique_triple_iff]
    exact ⟨⟨h1, h3, h2⟩, by simp⟩
  -- each triangle arises from exactly two ordered pairs
  have hfib : ∀ s ∈ (G.cliqueFinset 3).filter (fun s => i ∈ s),
      ((Finset.univ.filter fun p : V × V => G.Adj i p.1 ∧ G.Adj p.1 p.2 ∧ G.Adj i p.2).filter
        fun p => ({i, p.1, p.2} : Finset V) = s).card = 2 := by
    intro s hs
    rw [Finset.mem_filter, SimpleGraph.mem_cliqueFinset_iff] at hs
    obtain ⟨hc, hi⟩ := hs
    obtain ⟨a, b, hab, hE⟩ := Finset.card_eq_two.1
      (show (s.erase i).card = 2 by simp [Finset.card_erase_of_mem hi, hc.card_eq])
    have hs : s = {i, a, b} := by rw [← Finset.insert_erase hi, hE]
    clear hE hi
    subst hs
    obtain ⟨hia, hib, hadj⟩ := SimpleGraph.is3Clique_triple_iff.1 hc
    rw [← Finset.card_pair (fun h => hab (congrArg Prod.fst h) : (a, b) ≠ (b, a))]
    congr 1
    ext ⟨j, k⟩
    simp only [Finset.mem_filter, Finset.mem_univ, true_and, Finset.mem_insert,
      Finset.mem_singleton, Prod.mk.injEq]
    constructor
    · rintro ⟨⟨hj, hjk, hk⟩, h⟩
      have h1 : j ∈ ({i, a, b} : Finset V) := by rw [← h]; simp
      have h2 : k ∈ ({i, a, b} : Finset V) := by rw [← h]; simp
      simp only [Finset.mem_insert, Finset.mem_singleton] at h1 h2
      have n1 := hj.ne
      have n2 := hk.ne
      have n3 := hjk.ne
      clear h
      grind
    · rintro (⟨rfl, rfl⟩ | ⟨rfl, rfl⟩)
      · exact ⟨⟨hia, hadj, hib⟩, rfl⟩
      · exact ⟨⟨hib, hadj.symm, hia⟩, by rw [Finset.pair_comm]⟩
  exact (Finset.card_eq_sum_card_fiberwise hm).trans
    ((Finset.sum_const_nat hfib).trans (mul_comm _ _))
```

Q: But the cavity sums leave out site i.

A: The missing terms vanish because A_ii = 0, so the sums extend to all sites. The weight is then c·c = Σ_j t² A_ij = d t², and the first energy moment is −2t³ T.

```lean
/-- A sum over the cavity sites equals the sum over all sites if the term of the removed site
vanishes. -/
theorem sum_cavity (i : V) (f : V → ℝ) (h : f i = 0) :
    ∑ j : {j // j ≠ i}, f j = ∑ j, f j :=
  (Finset.sum_subtype (Finset.univ.erase i) (by simp) f).symm.trans (Finset.sum_erase _ h)

/-- The total hybridization weight of a site is its degree times `t ^ 2`. -/
theorem coupling_weight (G : SimpleGraph V) [DecidableRel G.Adj] (t : ℝ) (i : V) :
    coupling (hopping G t) i ⬝ᵥ coupling (hopping G t) i = G.degree i * t ^ 2 := by
  have hdeg : (G.degree i : ℝ) = ∑ j, if G.Adj i j then (1 : ℝ) else 0 := by
    rw [← G.card_neighborFinset_eq_degree, G.neighborFinset_eq_filter, Finset.card_filter]
    push_cast
    rfl
  change ∑ j : {j // j ≠ i}, hopping G t j i * hopping G t j i = _
  rw [sum_cavity i (fun j => hopping G t j i * hopping G t j i) (by simp [hopping]), hdeg,
    Finset.sum_mul]
  refine Finset.sum_congr rfl fun j _ => ?_
  by_cases h : G.Adj i j
  · simp [hopping, h, h.symm, pow_two]
  · simp [hopping, h, G.adj_comm j i]

/-- The quadratic form of the cavity Hamiltonian, evaluated at the coupling vector of a site, is
`-2 t ^ 3` times the number of triangles through the site. -/
theorem coupling_energy (G : SimpleGraph V) [DecidableRel G.Adj] (t : ℝ) (i : V) :
    coupling (hopping G t) i ⬝ᵥ (cavity (hopping G t) i *ᵥ coupling (hopping G t) i)
      = -2 * t ^ 3 * trianglesAt G i := by
  have hin : ∀ j : V, ∑ k : {k // k ≠ i}, hopping G t j k * hopping G t k i
      = ∑ k, hopping G t j k * hopping G t k i := fun j =>
    sum_cavity i (fun k => hopping G t j k * hopping G t k i) (by simp [hopping])
  have hcount : (2 * trianglesAt G i : ℝ) = ∑ j, ∑ k,
      G.adjMatrix ℝ j i * (G.adjMatrix ℝ j k * G.adjMatrix ℝ k i) := by
    have h := congrArg (Nat.cast : ℕ → ℝ) (card_neighbour_pairs G i)
    rw [Finset.card_filter] at h
    push_cast at h
    rw [← h, Fintype.sum_prod_type]
    refine Finset.sum_congr rfl fun j _ => Finset.sum_congr rfl fun k _ => ?_
    simp only [SimpleGraph.adjMatrix_apply, G.adj_comm k i, G.adj_comm j i]
    by_cases h1 : G.Adj i j <;> by_cases h2 : G.Adj j k <;> by_cases h3 : G.Adj i k <;>
      simp [h1, h2, h3]
  have hop : ∀ a b, hopping G t a b = -t * G.adjMatrix ℝ a b := fun _ _ => rfl
  change ∑ j : {j // j ≠ i}, hopping G t j i *
    ∑ k : {k // k ≠ i}, hopping G t j k * hopping G t k i = _
  simp_rw [hin]
  rw [sum_cavity i (fun j => hopping G t j i * ∑ k, hopping G t j k * hopping G t k i)
    (by simp [hopping])]
  rw [show -2 * t ^ 3 * (trianglesAt G i : ℝ) = -t ^ 3 * (2 * trianglesAt G i) by ring,
    hcount, Finset.mul_sum]
  refine Finset.sum_congr rfl fun j _ => ?_
  rw [Finset.mul_sum, Finset.mul_sum]
  refine Finset.sum_congr rfl fun k _ => ?_
  rw [hop, hop, hop]
  ring
```

Inserting both into the resolvent limit gives the tail:

y(yD(y) − d t²) → −2t³ T

```lean
/-- Beyond its leading tail `d t ^ 2 / y`, the cavity hybridization of a site of degree `d` has
a `1 / y ^ 2` tail with coefficient `-2 t ^ 3` times the number of triangles through the site. -/
theorem hybridization_triangle_tail (G : SimpleGraph V) [DecidableRel G.Adj] (t : ℝ) (i : V) :
    Tendsto (fun y : ℝ => y * (y * hybridization (hopping G t) i y - G.degree i * t ^ 2))
      atTop (𝓝 (-2 * t ^ 3 * trianglesAt G i)) := by
  have h := resolvent_tail (cavity (hopping G t) i) (coupling (hopping G t) i)
    (coupling (hopping G t) i)
  rw [coupling_weight, coupling_energy] at h
  exact h
```

Q: Does the zero site energy really matter?

A: Take two sites joined by one bond, and give the neighbour of i an energy ε₀ ≠ 0. Then D(y) = t²/(y − ε₀), and the limit is t² ε₀. For t ≠ 0 this is nonzero, although there is no triangle. So the formula fails if neighbours may have arbitrary site energies.

Q: How do you get from the tail to my bath levels?

A: Each level contributes

y(y v_l²/(y − ε_l) − v_l²) → v_l² ε_l

Summing over l gives a second expression for the tail of the same D. The step `lead` shows that yD(y) tends to both Σ_l v_l² and d t², so these agree; uniqueness of limits then equates the next coefficients.

```lean
/-- Every finite star bath that reproduces the hybridization has total weight `d t ^ 2` and
first energy moment `-2 t ^ 3` times the number of triangles through the site of degree `d`. -/
theorem starBath_moments (G : SimpleGraph V) [DecidableRel G.Adj] (t : ℝ) (i : V)
    {ι : Type*} [Fintype ι] {v ε : ι → ℝ} (hb : IsStarBath (hopping G t) i v ε) :
    ∑ l, v l ^ 2 = G.degree i * t ^ 2 ∧
      ∑ l, v l ^ 2 * ε l = -2 * t ^ 3 * trianglesAt G i := by
  -- a finite `1 / y` correction fixes the leading coefficient
  have lead : ∀ {f : ℝ → ℝ} {a L : ℝ}, Tendsto (fun y => y * (f y - a)) atTop (𝓝 L) →
      Tendsto f atTop (𝓝 a) := by
    intro f a L h
    have h' := ((tendsto_inv_atTop_zero (𝕜 := ℝ)).mul h).add_const a
    rw [zero_mul, zero_add] at h'
    refine h'.congr' ?_
    filter_upwards [eventually_ne_atTop 0] with y hy
    rw [inv_mul_cancel_left₀ hy]
    ring
  have hstar : Tendsto (fun y : ℝ => y * (y * hybridization (hopping G t) i y - ∑ l, v l ^ 2))
      atTop (𝓝 (∑ l, v l ^ 2 * ε l)) := by
    have hterm : ∀ l, Tendsto (fun y : ℝ => y * (y * (v l ^ 2 / (y - ε l)) - v l ^ 2))
        atTop (𝓝 (v l ^ 2 * ε l)) := by
      intro l
      have h0 : Tendsto (fun y : ℝ => (y - ε l)⁻¹) atTop (𝓝 0) :=
        tendsto_inv_atTop_zero.comp (tendsto_atTop_add_const_right _ (-ε l) tendsto_id)
      have h1 := ((h0.const_mul (ε l)).const_add 1).const_mul (v l ^ 2 * ε l)
      rw [mul_zero, add_zero, mul_one] at h1
      refine h1.congr' ?_
      filter_upwards [eventually_ne_atTop (ε l)] with y hy
      have hy' : y - ε l ≠ 0 := sub_ne_zero.2 hy
      field_simp
      ring
    refine (tendsto_finsetSum Finset.univ fun l _ => hterm l).congr' ?_
    filter_upwards [hb] with y hy
    rw [hy, Finset.mul_sum, ← Finset.sum_sub_distrib, Finset.mul_sum]
  have hG := hybridization_triangle_tail G t i
  have hw := tendsto_nhds_unique (lead hstar) (lead hG)
  rw [hw] at hstar
  exact ⟨hw, tendsto_nhds_unique hstar hG⟩
```

Q: And the mean energy?

A: It is the e at which the weighted deviations balance. The two moments give

Σ_l v_l² (ε_l − e) = t² (−2tT − e d)

For t ≠ 0 and d > 0 this vanishes exactly when e = −2tT/d. If t or d were zero, the bath would have no weight and every e would balance.

```lean
/-- For nonzero hopping and a site with at least one neighbour, the weighted mean energy of any
star bath is `-2 t` times the number of triangles through the site, divided by its degree. -/
theorem mean_bath_energy (G : SimpleGraph V) [DecidableRel G.Adj] {t : ℝ} (ht : t ≠ 0) (i : V)
    (hd : 0 < G.degree i) {ι : Type*} [Fintype ι] {v ε : ι → ℝ}
    (hb : IsStarBath (hopping G t) i v ε) (e : ℝ) :
    ∑ l, v l ^ 2 * (ε l - e) = 0 ↔ e = -2 * t * trianglesAt G i / G.degree i := by
  obtain ⟨h0, h1⟩ := starBath_moments G t i hb
  have hd' : (G.degree i : ℝ) ≠ 0 := Nat.cast_ne_zero.2 hd.ne'
  have hs : ∑ l, v l ^ 2 * (ε l - e)
      = t ^ 2 * (-2 * t * trianglesAt G i - e * G.degree i) := by
    simp only [mul_sub, Finset.sum_sub_distrib, ← Finset.sum_mul]
    rw [h0, h1]
    ring
  rw [hs, eq_div_iff hd', mul_eq_zero, or_iff_right (pow_ne_zero 2 ht), sub_eq_zero]
  exact eq_comm
```

Q: Is there a case I can solve completely?

A: The three-site ring, with d = 2 and T = 1. Its cavity is a dimer with H_cav² = t², so (y − H_cav)⁻¹ = (y + H_cav)/(y² − t²) for y > |t|. With c = (−t, −t),

D(y) = (2t² y − 2t³)/(y² − t²) = 2t²/(y + t)

That is one level at −t with coupling √2 t, in agreement with −2tT/d = −t.

```lean
/-- On the three-site ring, a single bath level at energy `-t` with coupling `√2 t` is a star
bath for a site. -/
theorem starBath_witness (t : ℝ) :
    IsStarBath (hopping (⊤ : SimpleGraph (Fin 3)) t) 0
      (fun _ : Unit => √2 * t) (fun _ => -t) := by
  unfold IsStarBath
  filter_upwards [eventually_gt_atTop |t|] with y hy
  have hm : y - t ≠ 0 := (show 0 < y - t by linarith [le_abs_self t]).ne'
  have hp : y + t ≠ 0 := (show 0 < y + t by linarith [neg_abs_le t]).ne'
  have huniv : (Finset.univ : Finset {j : Fin 3 // j ≠ 0})
      = {⟨1, by decide⟩, ⟨2, by decide⟩} := by decide
  have hne : (⟨1, by decide⟩ : {j : Fin 3 // j ≠ 0}) ≠ ⟨2, by decide⟩ := by decide
  have hS : ∀ j : {j : Fin 3 // j ≠ 0}, j = ⟨1, by decide⟩ ∨ j = ⟨2, by decide⟩ := by decide
  set C := cavity (hopping (⊤ : SimpleGraph (Fin 3)) t) 0 with hC
  -- the cavity is a dimer, whose Hamiltonian squares to `t ^ 2`
  have hsq : C * C = t ^ 2 • (1 : Matrix {j : Fin 3 // j ≠ 0} {j : Fin 3 // j ≠ 0} ℝ) := by
    ext j k
    rw [Matrix.mul_apply, huniv, Finset.sum_pair hne]
    rcases hS j with rfl | rfl <;> rcases hS k with rfl | rfl <;>
      simp [hC, cavity, hopping] <;> ring
  have hprod : (y • (1 : Matrix {j : Fin 3 // j ≠ 0} {j : Fin 3 // j ≠ 0} ℝ) - C) * (y • 1 + C)
      = ((y - t) * (y + t)) • 1 := by
    simp only [sub_mul, mul_add, smul_mul_assoc, mul_smul_comm, one_mul, mul_one, hsq]
    module
  have hinv : (y • (1 : Matrix {j : Fin 3 // j ≠ 0} {j : Fin 3 // j ≠ 0} ℝ) - C)⁻¹
      = ((y - t) * (y + t))⁻¹ • (y • 1 + C) := by
    apply Matrix.inv_eq_right_inv
    rw [mul_smul_comm, hprod, smul_smul, inv_mul_cancel₀ (mul_ne_zero hm hp), one_smul]
  have h2 : (√2 * t) ^ 2 = 2 * t ^ 2 := by
    rw [mul_pow, Real.sq_sqrt (by norm_num)]
  unfold hybridization
  rw [← hC, hinv]
  simp only [dotProduct, Matrix.mulVec, huniv, Finset.sum_pair hne, h2]
  simp [hC, coupling, cavity, hopping]
  field_simp
  ring

end

end TriangleBathAsymmetry
```

```lean
#print axioms TriangleBathAsymmetry.mean_bath_energy
```

```
'TriangleBathAsymmetry.mean_bath_energy' depends on axioms: [propext, Classical.choice, Quot.sound]
```

Q: Which cases do the theorems not cover?

A: An infinite lattice, and a DMFT bath whose cavity carries a self-energy. They treat a finite, non-interacting cluster.
